# The squared node polynomial has a positive integral over a finite radial interval with positive weight

For a finite set `S` of real nodes, `blindPoly S` is the square of the product of the factors `X - a` with `a` in `S`, so it vanishes exactly at the nodes. The theorem `blindPoly_integral_pos` says that its integral over `[0, R]` with radial weight `ω` is strictly positive. It assumes that `R > 0` and that `ω` is continuous on `[0, R]` and positive on `(0, R]`; the weight may vanish at the origin, as `r ^ 2` does, and need not be normalised. The proof picks a point `c` of `(0, R)` that is not a node, then applies `intervalIntegral.integral_pos`, which asks for an integrand that is continuous, nonnegative on `(0, R]` and positive somewhere in `[0, R]`.

The first attempt, which Lean rejects:

```lean
import Mathlib

open Polynomial

namespace BlindPolyIntegralPos

noncomputable section

/-- The integral of `f` over `[0, R]` with radial weight `ω`, for instance `ω r = r ^ 2`. -/
def radialIntegral (ω : ℝ → ℝ) (R : ℝ) (f : ℝ → ℝ) : ℝ :=
  ∫ r in (0 : ℝ)..R, ω r * f r

/-- The square of the product of the linear factors `X - a` over the points `a` of `S`. -/
def blindPoly (S : Finset ℝ) : ℝ[X] := (∏ a ∈ S, (X - C a)) ^ 2

/-- The value of the squared node polynomial at `x` is the squared product of the distances
from `x` to the nodes. -/
theorem blindPoly_eval (S : Finset ℝ) (x : ℝ) :
    (blindPoly S).eval x = (∏ a ∈ S, (x - a)) ^ 2 := by
  simp [blindPoly, eval_prod]

/-- For a radial weight continuous on `[0, R]` and positive on `(0, R]`, with `R > 0`, the
squared node polynomial has a positive integral. -/
theorem blindPoly_integral_pos {ω : ℝ → ℝ} {R : ℝ} (hR : 0 < R)
    (hc : ContinuousOn ω (Set.Icc 0 R)) (hω : ∀ r, 0 < r → r ≤ R → 0 < ω r)
    (S : Finset ℝ) : 0 < radialIntegral ω R (fun r => (blindPoly S).eval r) := by
  -- an interval has infinitely many points, so one of them is not a node
  obtain ⟨c, hcI, hcS⟩ := (Set.Ioo_infinite hR).exists_notMem_finset S
  unfold radialIntegral
  apply intervalIntegral.integral_pos hR
  · exact hc.mul (blindPoly S).continuous.continuousOn
  · intro x hx
    rw [blindPoly_eval]
    exact mul_nonneg (hω x hx.1 hx.2).le (sq_nonneg _)
  · refine ⟨c, ⟨hcI.1.le, hcI.2.le⟩, mul_pos (hω c hcI.1 hcI.2.le) ?_⟩
    rw [blindPoly_eval]
    have hne : ∏ a ∈ S, (c - a) ≠ 0 := by
      refine Finset.prod_ne_zero_iff.2 (fun a ha h => hcS ?_)
      rw [sub_eq_zero.1 h]
      exact ha
    positivity

end

end BlindPolyIntegralPos
```

The error:

```
Main.lean:33:8: error: Tactic `rewrite` failed: Did not find an occurrence of the pattern
  eval ?x (blindPoly ?S)
in the target expression
  0 ≤ ω x * (fun r => eval r (blindPoly S)) x

case hle
ω : ℝ → ℝ
R : ℝ
hR : 0 < R
hc : ContinuousOn ω (Set.Icc 0 R)
hω : ∀ (r : ℝ), 0 < r → r ≤ R → 0 < ω r
S : Finset ℝ
c : ℝ
hcI : c ∈ Set.Ioo 0 R
hcS : c ∉ S
x : ℝ
hx : x ∈ Set.Ioc 0 R
⊢ 0 ≤ ω x * (fun r => eval r (blindPoly S)) x
Main.lean:36:8: error: Tactic `rewrite` failed: Did not find an occurrence of the pattern
  eval ?x (blindPoly ?S)
in the target expression
  0 < (fun r => eval r (blindPoly S)) c

case hlt
ω : ℝ → ℝ
R : ℝ
hR : 0 < R
hc : ContinuousOn ω (Set.Icc 0 R)
hω : ∀ (r : ℝ), 0 < r → r ≤ R → 0 < ω r
S : Finset ℝ
c : ℝ
hcI : c ∈ Set.Ioo 0 R
hcS : c ∉ S
⊢ 0 < (fun r => eval r (blindPoly S)) c
```

Cause. Both errors say that `rw [blindPoly_eval]` found no instance of `eval ?x (blindPoly ?S)`. The goals hold the polynomial's value as a function not yet applied to its argument, `(fun r => eval r (blindPoly S)) x` in the first and the same with `c` in the second. The only `eval` there sits under the binder and depends on the bound variable `r`, which `rw` cannot use for `?x`. The added `beta_reduce` carries out the application, leaving `eval x (blindPoly S)` and `eval c (blindPoly S)`, which the lemma matches.

The final `positivity` was never reached, since the second error came before it, so the messages don't show whether it would have worked. Its replacement proves the square positive explicitly: it is nonnegative by `sq_nonneg`, and nonzero by `pow_ne_zero` applied to `hne`. The reworded comment is mere tidying.

Lean accepts the file once it reads:

```diff
@@ -25,5 +25,5 @@
     (hc : ContinuousOn ω (Set.Icc 0 R)) (hω : ∀ r, 0 < r → r ≤ R → 0 < ω r)
     (S : Finset ℝ) : 0 < radialIntegral ω R (fun r => (blindPoly S).eval r) := by
-  -- an interval has infinitely many points, so one of them is not a node
+  -- since `R > 0`, the interval `(0, R)` has infinitely many points, so one is not a node
   obtain ⟨c, hcI, hcS⟩ := (Set.Ioo_infinite hR).exists_notMem_finset S
   unfold radialIntegral
@@ -31,7 +31,9 @@
   · exact hc.mul (blindPoly S).continuous.continuousOn
   · intro x hx
+    beta_reduce
     rw [blindPoly_eval]
     exact mul_nonneg (hω x hx.1 hx.2).le (sq_nonneg _)
   · refine ⟨c, ⟨hcI.1.le, hcI.2.le⟩, mul_pos (hω c hcI.1 hcI.2.le) ?_⟩
+    beta_reduce
     rw [blindPoly_eval]
     have hne : ∏ a ∈ S, (c - a) ≠ 0 := by
@@ -39,5 +41,5 @@
       rw [sub_eq_zero.1 h]
       exact ha
-    positivity
+    exact lt_of_le_of_ne (sq_nonneg _) (pow_ne_zero 2 hne).symm
 
 end
```
